# Matsubara sums for the particle-hole and particle-particle bubbles of free fermions

Let \(\beta=1/T>0\), let \(e_1,e_2\) be real, and let \(\Omega\) be a bosonic frequency. Summed over all fermionic frequencies \(\omega\),

\[
T\sum_{\omega}\frac{1}{(i\omega-e_1)(i\omega+i\Omega-e_2)}=\frac{f_1-f_2}{i\Omega+e_1-e_2},
\]
\[
T\sum_{\omega}\frac{1}{(i\omega-e_1)(i\Omega-i\omega-e_2)}=\frac{1-f_1-f_2}{e_1+e_2-i\Omega},
\]

each provided that the denominator on its right is nonzero. Here \(f_j=1/(e^{\beta e_j}+1)\), and both series converge absolutely. For non-interacting electrons, these are the frequency sums inside the density response and the pair susceptibility; momentum sums, matrix elements, spin factors and diagram signs are separate.

```lean
import Mathlib

open Complex
open scoped Real

namespace MatsubaraBubbles

noncomputable section
```

## Frequencies and the Fermi function

Units are \(\hbar=k_B=1\), and energies are measured from the chemical potential. The fermionic frequencies are \(\omega_n=(2n+1)\pi/\beta\), with \(n\) any integer. The Lean name `iω β n` denotes the complex number \(i\omega_n\), with the factor \(i\) included.

```lean
/-- The fermionic Matsubara point `iω = i(2n+1)π/β`, for `β ≠ 0`. -/
def iω (β : ℝ) (n : ℤ) : ℂ := I * ((2 * n + 1) * π / β)
```

In the same way `iΩ β m` is \(i\Omega_m=2\pi i m/\beta\), with \(m\) any integer.

```lean
/-- The bosonic Matsubara point `iΩ = 2imπ/β`, for `β ≠ 0`. -/
def iΩ (β : ℝ) (m : ℤ) : ℂ := I * (2 * m * π / β)
```

The Fermi function \(f(z)=1/(e^{\beta z}+1)\) takes a complex argument, because the external frequency will be absorbed into an energy.

```lean
/-- The Fermi function at complex energy `z`, for `exp (βz) ≠ -1`. -/
def fermi (β : ℝ) (z : ℂ) : ℂ := 1 / (exp (β * z) + 1)
```

To compare the sum with a series over integers, write

\[
i\omega_n-z=\frac{2\pi i}{\beta}\,\bigl(n+a(z)\bigr),\qquad a(z)=\frac12+\frac{i\beta z}{2\pi}.
\]

```lean
/-- The offset `a` for which `iω - z` is proportional to `n + a`, for `β ≠ 0`. -/
def offset (β : ℝ) (z : ℂ) : ℂ := 1 / 2 + I * β * z / (2 * π)
```

Since \(\beta\, i\omega_n=2\pi i n+\pi i\), we have \(e^{\beta i\omega_n}=-1\): the fermionic points are poles of \(f\).

```lean
/-- For `β > 0`, `exp (βz)` equals `-1` at every fermionic Matsubara point. -/
theorem exp_fermionic {β : ℝ} (hβ : 0 < β) (n : ℤ) : exp (β * iω β n) = -1 := by
  have hb : (β : ℂ) ≠ 0 := by exact_mod_cast hβ.ne'
  have h : (β : ℂ) * iω β n = n * (2 * π * I) + π * I := by
    simp only [iω]
    linear_combination ((2 * n + 1) * π * I) * mul_inv_cancel₀ hb
  rw [h, exp_add, exp_int_mul_two_pi_mul_I, exp_pi_mul_I, one_mul]
```

Since \(\beta\, i\Omega_m=2\pi i m\), we have \(e^{\beta i\Omega_m}=1\), so a bosonic shift leaves \(f\) unchanged.

```lean
/-- For `β > 0`, `exp (βz)` equals `1` at every bosonic Matsubara point. -/
theorem exp_bosonic {β : ℝ} (hβ : 0 < β) (m : ℤ) : exp (β * iΩ β m) = 1 := by
  have hb : (β : ℂ) ≠ 0 := by exact_mod_cast hβ.ne'
  have h : (β : ℂ) * iΩ β m = m * (2 * π * I) := by
    simp only [iΩ]
    linear_combination (2 * m * π * I) * mul_inv_cancel₀ hb
  rw [h, exp_int_mul_two_pi_mul_I]
```

## The Fermi function as a cotangent

Put \(E=e^{\beta z}\). Then \(2\pi i\,a(z)=\pi i-\beta z\), so \(e^{2\pi i a(z)}=-1/E\), and

\[
\cot \pi a(z)=i\,\frac{e^{2\pi i a(z)}+1}{e^{2\pi i a(z)}-1}=-i\,\frac{E-1}{E+1}.
\]

Therefore

\[
\frac12-\frac i2\cot\pi a(z)=\frac12-\frac{E-1}{2(E+1)}=\frac1{E+1}=f(z).
\]

The proof makes the same substitution and leaves the final fraction identity to `field_simp` and `ring`.

```lean
/-- Away from its poles, the Fermi function is an affine function of a cotangent. -/
theorem fermi_eq_cot {β : ℝ} {z : ℂ} (hz : exp (β * z) + 1 ≠ 0) :
    fermi β z = 1 / 2 - I / 2 * cot (π * offset β z) := by
  have hp : (π : ℂ) ≠ 0 := by exact_mod_cast Real.pi_ne_zero
  have h : 2 * π * I * offset β z = π * I - β * z := by
    simp only [offset]
    linear_combination (I ^ 2 * β * z) * mul_inv_cancel₀ hp + β * z * I_sq
  have hE := exp_ne_zero (β * z)
  rw [Complex.cot_pi_eq_exp_ratio, h, exp_sub, exp_pi_mul_I, fermi]
  generalize exp (β * z) = E at *
  rw [show -1 / E + 1 = (E - 1) * E⁻¹ by rw [sub_mul, mul_inv_cancel₀ hE]; ring,
    show 1 - -1 / E = (E + 1) * E⁻¹ by rw [add_mul, mul_inv_cancel₀ hE]; ring]
  field_simp
  ring
```

## The series over the integers

For complex \(a,b\), take \(|n|>2|a|+2|b|\). The triangle inequality gives \(|n+a|\ge|n|/2\) and \(|n+b|\ge|n|/2\), hence

\[
\left|\frac1{(n+a)(n+b)}\right|\le\frac4{n^2}.
\]

Only finitely many \(n\) lie outside this range, so the series converges absolutely. If \(a\) or \(b\) is an integer, any term with a zero denominator is read as \(0\), which is Lean's convention; the uses below have no such term. In the proof, `key` is the triangle inequality and the `calc` block is the bound.

```lean
/-- The series of `1/((n+a)(n+b))` over all integers converges, where any term with a zero
denominator is read as `0`. -/
theorem summable_pair (a b : ℂ) :
    Summable (fun n : ℤ => 1 / (((n : ℂ) + a) * (n + b))) := by
  obtain ⟨N, hN⟩ := exists_nat_gt (2 * ‖a‖ + 2 * ‖b‖)
  -- outside a finite window each factor is at least |n|/2
  refine Summable.of_norm_bounded_eventually
    ((Real.summable_one_div_int_pow.mpr one_lt_two).mul_left 4) ?_
  filter_upwards [(Set.finite_Icc (-(N : ℤ)) N).compl_mem_cofinite] with n hn
  have hn' : (N : ℝ) < |(n : ℝ)| := by
    have : (N : ℤ) < |n| := by
      by_contra h
      exact hn (abs_le.mp (not_lt.mp h))
    exact_mod_cast this
  have key : ∀ c : ℂ, 2 * ‖c‖ ≤ |(n : ℝ)| → |(n : ℝ)| / 2 ≤ ‖(n : ℂ) + c‖ := by
    intro c hc
    have := norm_sub_le ((n : ℂ) + c) c
    rw [add_sub_cancel_right, Complex.norm_intCast] at this
    linarith
  have ha := key a (by linarith [norm_nonneg b])
  have hb := key b (by linarith [norm_nonneg a])
  have hpos : 0 < |(n : ℝ)| / 2 := by linarith [norm_nonneg a, norm_nonneg b]
  rw [norm_div, norm_one, norm_mul]
  calc 1 / (‖(n : ℂ) + a‖ * ‖(n : ℂ) + b‖)
      ≤ 1 / (|(n : ℝ)| / 2 * (|(n : ℝ)| / 2)) :=
        one_div_le_one_div_of_le (mul_pos hpos hpos)
          (mul_le_mul ha hb hpos.le (norm_nonneg _))
    _ = 4 * (1 / (n : ℝ) ^ 2) := by rw [← sq_abs (n : ℝ)]; ring
```

For its value, let \(a\ne b\) be non-integer. Partial fractions give

\[
\frac1{(n+a)(n+b)}=\frac1{b-a}\left(\frac1{n+a}-\frac1{n+b}\right).
\]

Absolute convergence of the left-hand series allows \(n\) and \(-n\) to be grouped. The cotangent series

\[
\pi\cot\pi a=\frac1a+\sum_{k\ge1}\left(\frac1{a-k}+\frac1{a+k}\right)
\]

then yields

\[
\sum_{n\in\mathbb Z}\frac1{(n+a)(n+b)}=\frac{\pi\cot\pi a-\pi\cot\pi b}{b-a}.
\]

In Lean, `cotS` is the cotangent series, taken from Mathlib, and `pf` is the partial fraction. The grouped series begins at \(k=1\), so the \(n=0\) term is restored at the end through `h0`.

```lean
/-- For distinct non-integer `a` and `b`, the series of `1/((n+a)(n+b))` over all integers
is `π` times a difference of cotangents, divided by `b - a`. -/
theorem hasSum_pair {a b : ℂ} (ha : ∀ n : ℤ, (n : ℂ) + a ≠ 0)
    (hb : ∀ n : ℤ, (n : ℂ) + b ≠ 0) (hab : b - a ≠ 0) :
    HasSum (fun n : ℤ => 1 / (((n : ℂ) + a) * (n + b)))
      ((π * cot (π * a) - π * cot (π * b)) / (b - a)) := by
  have cotS : ∀ x : ℂ, (∀ n : ℤ, (n : ℂ) + x ≠ 0) →
      HasSum (fun n : ℕ => 1 / (x - (n + 1)) + 1 / (x + (n + 1)))
        (π * cot (π * x) - 1 / x) := by
    intro x hx
    have hx' : x ∈ Complex.integerComplement := by
      show ¬ ∃ n : ℤ, (n : ℂ) = x
      rintro ⟨n, hn⟩
      exact hx (-n) (by rw [← hn]; push_cast; ring)
    rw [cot_series_rep' hx']
    exact (summable_cotTerm hx').hasSum
  have hs := summable_pair a b
  obtain ⟨S, hS⟩ : ∃ S : ℤ → ℂ, S = fun n : ℤ => 1 / (((n : ℂ) + a) * (n + b)) := ⟨_, rfl⟩
  rw [← hS] at hs ⊢
  -- partial fractions
  have pf : ∀ n : ℤ, S n = (1 / ((n : ℂ) + a) - 1 / (n + b)) / (b - a) := by
    intro n
    have h1 := ha n
    have h2 := hb n
    rw [hS, div_sub_div _ _ h1 h2, div_div, div_eq_div_iff (mul_ne_zero h1 h2)
      (mul_ne_zero (mul_ne_zero h1 h2) hab)]
    ring
  -- fold the integers onto the naturals and compare with the cotangent series
  have h1 := (hasSum_nat_add_iff' 1).mpr hs.hasSum.nat_add_neg
  have e : (fun n : ℕ => S ((n + 1 : ℕ) : ℤ) + S (-((n + 1 : ℕ) : ℤ))) =
      fun n : ℕ => (1 / (a - (n + 1)) + 1 / (a + (n + 1)) -
        (1 / (b - (n + 1)) + 1 / (b + (n + 1)))) / (b - a) := by
    funext n
    rw [pf, pf]
    push_cast
    ring
  rw [e] at h1
  have hu := h1.unique (((cotS a ha).sub (cotS b hb)).div_const (b - a))
  rw [Finset.sum_range_one] at hu
  simp only [Nat.cast_zero, neg_zero] at hu
  have h0 := pf 0
  rw [Int.cast_zero, zero_add, zero_add] at h0
  have hT : ∑' n, S n = (π * cot (π * a) - π * cot (π * b)) / (b - a) := by
    linear_combination hu + h0
  rw [← hT]
  exact hs.hasSum
```

## Two propagators at complex energies

Let \(z\ne w\) be complex energies, neither of them a pole of \(f\). With \(a=a(z)\) and \(b=a(w)\),

\[
b-a=\frac{\beta(z-w)}{2\pi i},\qquad \cot\pi a-\cot\pi b=2i\,[f(z)-f(w)].
\]

Each propagator contributes a factor \(\beta/(2\pi i)\), so

\[
\sum_n\frac1{(i\omega_n-z)(i\omega_n-w)}
=\left(\frac{\beta}{2\pi i}\right)^2\frac{2\pi i\,[f(z)-f(w)]}{\beta(z-w)/(2\pi i)}
=\beta\,\frac{f(z)-f(w)}{z-w}.
\]

The step `lin` is the rescaling of \(i\omega_n-z\), `off` shows that no \(n+a\) vanishes, and `hval` collects the prefactors. `HasSum` states that the series converges to the given value.

```lean
/-- For `β > 0`, the fermionic sum over two propagators with distinct complex energies, neither
at a pole of the Fermi function, is `β` times a difference quotient of that function. -/
theorem hasSum_propagators {β : ℝ} (hβ : 0 < β) {z w : ℂ} (hz : exp (β * z) + 1 ≠ 0)
    (hw : exp (β * w) + 1 ≠ 0) (hzw : z - w ≠ 0) :
    HasSum (fun n : ℤ => 1 / ((iω β n - z) * (iω β n - w)))
      (β * ((fermi β z - fermi β w) / (z - w))) := by
  have hb : (β : ℂ) ≠ 0 := by exact_mod_cast hβ.ne'
  have hp : (π : ℂ) ≠ 0 := by exact_mod_cast Real.pi_ne_zero
  have lin : ∀ (x : ℂ) (n : ℤ), iω β n - x = 2 * π * I / β * (n + offset β x) := by
    intro x n
    simp only [iω, offset]
    linear_combination (-x) * I_sq - I ^ 2 * x * (β * (β : ℂ)⁻¹) * mul_inv_cancel₀ hp
      - I ^ 2 * x * mul_inv_cancel₀ hb
  have off : ∀ x : ℂ, exp (β * x) + 1 ≠ 0 → ∀ n : ℤ, (n : ℂ) + offset β x ≠ 0 := by
    intro x hx n h
    have h' := lin x n
    rw [h, mul_zero, sub_eq_zero] at h'
    exact hx (by rw [← h', exp_fermionic hβ]; ring)
  have hd : offset β w - offset β z = β / (2 * π) * (z - w) / I := by
    rw [div_I]
    simp only [offset]
    ring
  have hne : offset β w - offset β z ≠ 0 := by
    rw [hd]
    exact div_ne_zero (mul_ne_zero (div_ne_zero hb (mul_ne_zero two_ne_zero hp)) hzw) I_ne_zero
  have aux : ∀ c x y : ℂ, 1 / ((c * x) * (c * y)) = (c ^ 2)⁻¹ * (1 / (x * y)) := by
    intro c x y
    ring
  have hfun : (fun n : ℤ => 1 / ((iω β n - z) * (iω β n - w))) = fun n : ℤ =>
      ((2 * π * I / β : ℂ) ^ 2)⁻¹ * (1 / (((n : ℂ) + offset β z) * (n + offset β w))) := by
    funext n
    rw [lin, lin]
    exact aux _ _ _
  have hval : β * ((fermi β z - fermi β w) / (z - w)) = ((2 * π * I / β : ℂ) ^ 2)⁻¹ *
      ((π * cot (π * offset β z) - π * cot (π * offset β w)) / (offset β w - offset β z)) := by
    rw [fermi_eq_cot hz, fermi_eq_cot hw, hd, div_pow, mul_pow, I_sq]
    generalize cot (π * offset β z) = C
    generalize cot (π * offset β w) = D
    generalize z - w = d at hzw ⊢
    have hI := I_ne_zero
    field_simp
    ring
  rw [hfun, hval]
  exact (hasSum_pair (off z hz) (off w hw) hne).mul_left _
```

At real energy \(e^{\beta e}+1>0\), so the Fermi function has no pole there.

```lean
/-- At real energy the denominator of the Fermi function does not vanish. -/
theorem exp_real_add_one_ne (β e : ℝ) : exp ((β : ℂ) * e) + 1 ≠ 0 := by
  have h : Real.exp (β * e) + 1 ≠ 0 := by positivity
  exact_mod_cast h
```

## The particle-hole bubble

Choose \(z=e_1\) and \(w=e_2-i\Omega_m\). Then \(i\omega_n-w=i\omega_n+i\Omega_m-e_2\), periodicity gives \(f(w)=f(e_2)\), and \(z-w=i\Omega_m+e_1-e_2\). Multiplying by \(T=1/\beta\) gives the first formula.

The theorem has two parts: the norms of the terms are summable, and \(1/\beta\) times the sum `∑'` over all integers `n` has the stated value. The energies are real numbers, read as complex ones where needed. The hypothesis `h` excludes only the case \(\Omega_m=0\), \(e_1=e_2\).

That case does break the formula. Take \(m=0\) and \(e_1=e_2=0\): the left side is \(-T\sum_n 1/\omega_n^2\), which is strictly negative, while the right side is \(0/0\), which Lean evaluates as \(0\). This counter-example is argued only in prose; the true value is the derivative \(f'(0)=-\beta/4\), the limit of the difference quotient.

```lean
/-- Particle-hole bubble: for `β > 0`, real energies and `iΩ + e₁ - e₂ ≠ 0`, the Matsubara sum
converges absolutely, and `1/β` times it equals `(f₁ - f₂)/(iΩ + e₁ - e₂)`. -/
theorem particle_hole_bubble {β : ℝ} (hβ : 0 < β) (e₁ e₂ : ℝ) (m : ℤ)
    (h : iΩ β m + e₁ - e₂ ≠ 0) :
    Summable (fun n : ℤ => ‖1 / ((iω β n - e₁) * (iω β n + iΩ β m - e₂))‖) ∧
    1 / (β : ℂ) * ∑' n : ℤ, 1 / ((iω β n - e₁) * (iω β n + iΩ β m - e₂)) =
      (fermi β e₁ - fermi β e₂) / (iΩ β m + e₁ - e₂) := by
  have hb : (β : ℂ) ≠ 0 := by exact_mod_cast hβ.ne'
  -- a bosonic shift of the energy leaves the Fermi function unchanged
  have hE : exp (β * (e₂ - iΩ β m)) = exp ((β : ℂ) * e₂) := by
    rw [mul_sub, exp_sub, exp_bosonic hβ, div_one]
  have hf : fermi β (e₂ - iΩ β m) = fermi β e₂ := by simp only [fermi, hE]
  have hd : (e₁ : ℂ) - (e₂ - iΩ β m) = iΩ β m + e₁ - e₂ := by ring
  have key := hasSum_propagators hβ (exp_real_add_one_ne β e₁)
    (by rw [hE]; exact exp_real_add_one_ne β e₂) (by rw [hd]; exact h)
  rw [hf, hd] at key
  simp only [← sub_add, sub_add_eq_add_sub] at key
  exact ⟨key.summable.norm, by rw [key.tsum_eq, one_div, inv_mul_cancel_left₀ hb]⟩
```

## The particle-particle bubble

Choose \(z=e_1\) and \(w=i\Omega_m-e_2\). The second propagator now carries the opposite sign, \(i\Omega_m-i\omega_n-e_2=-(i\omega_n-w)\), and

\[
f(w)=f(-e_2)=\frac{e^{\beta e_2}}{e^{\beta e_2}+1}=1-f(e_2).
\]

Hence

\[
T\sum_n\frac1{(i\omega_n-e_1)(i\Omega_m-i\omega_n-e_2)}
=-\frac{f_1-(1-f_2)}{e_1+e_2-i\Omega_m}
=\frac{1-f_1-f_2}{e_1+e_2-i\Omega_m}.
\]

The proof follows this line: `hf` is the particle-hole relation, and `hfun` extracts the minus sign from each term. Here `h` excludes only \(\Omega_m=0\) with \(e_1=-e_2\).

```lean
/-- Particle-particle bubble: for `β > 0`, real energies and `e₁ + e₂ - iΩ ≠ 0`, the Matsubara sum
converges absolutely, and `1/β` times it equals `(1 - f₁ - f₂)/(e₁ + e₂ - iΩ)`. -/
theorem particle_particle_bubble {β : ℝ} (hβ : 0 < β) (e₁ e₂ : ℝ) (m : ℤ)
    (h : e₁ + e₂ - iΩ β m ≠ 0) :
    Summable (fun n : ℤ => ‖1 / ((iω β n - e₁) * (iΩ β m - iω β n - e₂))‖) ∧
    1 / (β : ℂ) * ∑' n : ℤ, 1 / ((iω β n - e₁) * (iΩ β m - iω β n - e₂)) =
      (1 - fermi β e₁ - fermi β e₂) / (e₁ + e₂ - iΩ β m) := by
  have hb : (β : ℂ) ≠ 0 := by exact_mod_cast hβ.ne'
  have h2 := exp_real_add_one_ne β e₂
  have h0 := exp_ne_zero ((β : ℂ) * e₂)
  have hE : exp (β * (iΩ β m - e₂)) + 1 =
      (exp ((β : ℂ) * e₂) + 1) / exp ((β : ℂ) * e₂) := by
    rw [mul_sub, exp_sub, exp_bosonic hβ, add_div, div_self h0, add_comm]
  -- reversing the energy exchanges particles and holes
  have hf : fermi β (iΩ β m - e₂) = 1 - fermi β e₂ := by
    rw [fermi, fermi, hE, one_div_div, eq_sub_iff_add_eq, ← add_div, div_self h2]
  have hd : (e₁ : ℂ) - (iΩ β m - e₂) = e₁ + e₂ - iΩ β m := by ring
  have key := hasSum_propagators hβ (exp_real_add_one_ne β e₁)
    (by rw [hE]; exact div_ne_zero h2 h0) (by rw [hd]; exact h)
  rw [hf, hd] at key
  have hfun : (fun n : ℤ => 1 / ((iω β n - e₁) * (iΩ β m - iω β n - e₂))) =
      fun n : ℤ => -(1 / ((iω β n - e₁) * (iω β n - (iΩ β m - e₂)))) := by
    funext n
    rw [← div_neg, ← mul_neg]
    congr 2
    ring
  have key' := key.neg
  rw [← hfun] at key'
  refine ⟨key'.summable.norm, ?_⟩
  rw [key'.tsum_eq, ← mul_neg, one_div, inv_mul_cancel_left₀ hb]
  ring

end

end MatsubaraBubbles
```

```lean
#print axioms MatsubaraBubbles.particle_hole_bubble
-- 'MatsubaraBubbles.particle_hole_bubble' depends on axioms: [propext, Classical.choice, Quot.sound]
#print axioms MatsubaraBubbles.particle_particle_bubble
-- 'MatsubaraBubbles.particle_particle_bubble' depends on axioms: [propext, Classical.choice, Quot.sound]
```
